# Closed form and limits of the two-dimensional Sommerfeld factor in Elliott's formula

## The factor as a Gamma function

The Sommerfeld factor is defined here by its Gamma-function expression. It is not derived from the Schrödinger equation of the electron-hole pair. For real x,

S(x) = exp(πx) |Γ(1/2 − ix)|² / π.

This expression stands for the probability density of finding electron and hole at the same point, in a continuum state of their relative motion with zero angular momentum, divided by the same density without Coulomb interaction, at equal energy and with equal normalisation at large distance. The underlying model has two parabolic bands, motion strictly confined to a plane, and an unscreened 1/r attraction, which here means one weakened only by a constant background dielectric constant.

Let E be the energy above the gap and Ry the exciton Rydberg. The Coulomb parameter is

x = √(Ry/E).

The convention for Ry matters. It is the three-dimensional effective Rydberg of the same reduced mass and dielectric constant, so the lowest two-dimensional exciton is bound by 4 Ry. For dipole-allowed transitions with a constant interband matrix element, the continuum absorption is the free-carrier step multiplied by S(√(Ry/E)), which is called the enhancement below.

## What is proved

The closed form holds for every real x:

S(x) = 2 / (1 + exp(−2πx)).

For Ry > 0 and E > 0, the enhancement lies strictly between 1 and 2 and decreases strictly with E. It tends to 2 as E → 0 from above and to 1 as E → ∞. Three further results are

S(x) + S(−x) = 2,

0 < 2 − S(√(Ry/E)) < 2 exp(−2π√(Ry/E)),

(S(√(Ry/E)) − 1) √(E/Ry) → π as E → ∞.

In this unscreened, parabolic-band model, a computed continuum spectrum should therefore start at twice the free-carrier step, and it should approach that step only as slowly as √(Ry/E). Both properties can serve as checks on a numerical exciton calculation for the same model.

Elliott's formula for the whole spectrum also has discrete exciton lines below the gap. The theorems concern only the continuum factor, without those lines, broadening, screening or finite layer thickness.

## From the reflection formula to the closed form

Put z = 1/2 − ix. Then 1 − z = 1/2 + ix, which is the complex conjugate z̄. Euler's reflection formula reads

Γ(z) Γ(1 − z) = π / sin(πz).

Since Γ(z̄) is the conjugate of Γ(z), the left side is |Γ(z)|². On the right,

sin(π/2 − iπx) = cos(iπx) = cosh(πx).

Hence

|Γ(1/2 − ix)|² = π / cosh(πx).

Inserting this into the definition and writing cosh in exponentials gives

S(x) = exp(πx) / cosh(πx)
= 2 exp(πx) / (exp(πx) + exp(−πx))
= 2 / (1 + exp(−2πx)).

## Bounds, monotonicity and the two ends of the continuum

Write b = exp(−2πx), so that S(x) = 2/(1 + b) with b > 0. As x grows, b falls strictly and S(x) rises strictly. At x = 0 we have b = 1 and S(0) = 1. Changing the sign of x replaces b by 1/b, so

S(x) + S(−x) = 2/(1 + b) + 2b/(1 + b) = 2.

A negative x describes repulsion, so attraction raises the factor above 1 by as much as repulsion of equal strength lowers it.

The deficit from 2 is

2 − S(x) = 2b/(1 + b),

which is positive and smaller than 2b. For E > 0 the parameter √(Ry/E) is positive, so the enhancement exceeds S(0) = 1, and the positive deficit keeps it below 2. Because √(Ry/E) decreases strictly with E, so does the enhancement.

As E → 0 from above, √(Ry/E) → ∞, hence b → 0 and the enhancement tends to 2. As E → ∞, √(Ry/E) → 0, and continuity of S at zero gives the limit 1.

For the rate at high energy, differentiate the closed form:

S′(x) = 4π exp(−2πx) / (1 + exp(−2πx))², so S′(0) = π.

By the definition of the derivative, (S(x) − 1)/x → π as x → 0. With x = √(Ry/E), the factor 1/x is √(E/Ry), and this is the stated tail.

## The case without interaction

At x = 0 the definition reduces to Γ(1/2)²/π. Since Γ(1/2) = √π, this equals 1, which confirms the normalisation to the free-carrier step. The order of limits matters: at fixed E > 0, letting Ry → 0 gives 1, whereas at fixed Ry > 0, letting E → 0 from above gives 2. A weaker attraction narrows the energy range in which the enhancement is near 2, but leaves its edge value unchanged.

## The Lean file

`sommerfeld2D x` is S(x), and `enhancement Ry E` is S(√(Ry/E)). Both take real arguments and return real numbers; the complex numbers enter only inside the norm of the Gamma function. The hypothesis `hRy : 0 < Ry` says that the interaction does not vanish; that it is attractive is expressed by the positive sign of x = √(Ry/E).

In `elliott_enhancement`, `StrictAntiOn (enhancement Ry) (Set.Ioi 0)` says that the enhancement decreases strictly on the positive energies. The filter `𝓝[>] 0` describes the approach to the edge from above, and `atTop` describes E → ∞. The bound `edge_deficit` needs no sign hypotheses: 0 < 2 − S(x) < 2 exp(−2πx) holds for every real x, and Lean's division and square root assign a real value to √(Ry/E) for all real inputs. Its physical content is confined to positive Ry and E.

```lean
import Mathlib

open Filter Topology
open scoped Real ComplexConjugate

namespace ElliottTwoDimensional

noncomputable section

/-- The two-dimensional Sommerfeld factor as a function of the Coulomb parameter `x`,
written with the Gamma function. -/
def sommerfeld2D (x : ℝ) : ℝ :=
  Real.exp (π * x) * ‖Complex.Gamma (1 / 2 - Complex.I * x)‖ ^ 2 / π

/-- The Coulomb enhancement of the two-dimensional continuum absorption at energy `E` above
the gap, for exciton Rydberg `Ry`. -/
def enhancement (Ry E : ℝ) : ℝ := sommerfeld2D (√(Ry / E))

/-- The squared modulus of the Gamma function on the line of real part one half is
`π / cosh (π x)`. -/
theorem norm_sq_Gamma_half (x : ℝ) :
    ‖Complex.Gamma (1 / 2 - Complex.I * x)‖ ^ 2 = π / Real.cosh (π * x) := by
  -- On this line `1 - z` is the complex conjugate of `z`.
  have hc : 1 - (1 / 2 - Complex.I * (x : ℂ)) = conj (1 / 2 - Complex.I * (x : ℂ)) := by
    simp only [map_sub, map_mul, Complex.conj_I, Complex.conj_ofReal, map_div₀, map_one,
      map_ofNat]
    ring
  have hs : Complex.sin (π * (1 / 2 - Complex.I * (x : ℂ)))
      = ((Real.cosh (π * x) : ℝ) : ℂ) := by
    rw [show (π : ℂ) * (1 / 2 - Complex.I * (x : ℂ)) = π / 2 - (π * x : ℂ) * Complex.I by ring,
      Complex.sin_pi_div_two_sub, Complex.cos_mul_I, Complex.ofReal_cosh, Complex.ofReal_mul]
  -- Euler's reflection formula then gives the squared modulus.
  have h := Complex.Gamma_mul_Gamma_one_sub (1 / 2 - Complex.I * (x : ℂ))
  rw [hc, Complex.Gamma_conj, Complex.mul_conj, hs, Complex.normSq_eq_norm_sq] at h
  have h' : ((‖Complex.Gamma (1 / 2 - Complex.I * x)‖ ^ 2 : ℝ) : ℂ)
      = ((π / Real.cosh (π * x) : ℝ) : ℂ) := by
    rw [Complex.ofReal_div]
    exact h
  exact Complex.ofReal_injective h'

/-- Closed form of the two-dimensional Sommerfeld factor. -/
theorem sommerfeld2D_eq (x : ℝ) :
    sommerfeld2D x = 2 / (1 + Real.exp (-2 * π * x)) := by
  have key : ∀ a b : ℝ, 0 < a → 0 < b → a * b = 1 →
      a * (π / ((a + b) / 2)) / π = 2 / (1 + b * b) := by
    intro a b ha hb hab
    have hpi := Real.pi_pos
    have h1 : a * (π / ((a + b) / 2)) / π = 2 * a / (a + b) := by
      field_simp
    rw [h1, div_eq_div_iff (by positivity) (by positivity)]
    linear_combination 2 * b * hab
  have h2 : Real.exp (-2 * π * x) = Real.exp (-(π * x)) * Real.exp (-(π * x)) := by
    rw [← Real.exp_add]
    congr 1
    ring
  unfold sommerfeld2D
  rw [norm_sq_Gamma_half, Real.cosh_eq, h2]
  exact key _ _ (Real.exp_pos _) (Real.exp_pos _) (by rw [← Real.exp_add, add_neg_cancel,
    Real.exp_zero])

/-- The factors for attraction and repulsion of equal strength add up to two. -/
theorem sommerfeld2D_add_neg (x : ℝ) : sommerfeld2D x + sommerfeld2D (-x) = 2 := by
  have key : ∀ b : ℝ, 0 < b → 2 / (1 + b) + 2 / (1 + b⁻¹) = 2 := by
    intro b hb
    have hbb : b * b⁻¹ = 1 := mul_inv_cancel₀ hb.ne'
    have h1 : 2 / (1 + b⁻¹) = 2 * b / (1 + b) := by
      rw [div_eq_div_iff (by positivity) (by positivity)]
      linear_combination -2 * hbb
    rw [h1, ← add_div, div_eq_iff (by positivity)]
    ring
  rw [sommerfeld2D_eq, sommerfeld2D_eq, show -2 * π * -x = -(-2 * π * x) by ring, Real.exp_neg]
  exact key _ (Real.exp_pos _)

/-- The Sommerfeld factor grows strictly with the Coulomb parameter. -/
theorem sommerfeld2D_strictMono : StrictMono sommerfeld2D := by
  intro x y hxy
  rw [sommerfeld2D_eq, sommerfeld2D_eq]
  have h : Real.exp (-2 * π * y) < Real.exp (-2 * π * x) :=
    Real.exp_lt_exp.mpr (by nlinarith [mul_lt_mul_of_pos_left hxy Real.pi_pos])
  exact div_lt_div_of_pos_left two_pos (by positivity) (by linarith)

/-- Without Coulomb interaction the factor is one. -/
theorem sommerfeld2D_zero : sommerfeld2D 0 = 1 := by
  rw [sommerfeld2D_eq]
  simp only [mul_zero, Real.exp_zero]
  norm_num

/-- To first order in a weak Coulomb parameter the factor changes with slope `π`. -/
theorem hasDerivAt_sommerfeld2D_zero : HasDerivAt sommerfeld2D π 0 := by
  have hf : sommerfeld2D = fun x => 2 / (1 + Real.exp (-2 * π * x)) := funext sommerfeld2D_eq
  have h1 : HasDerivAt (fun x : ℝ => -2 * π * x) (-2 * π) 0 :=
    ((hasDerivAt_id' (0 : ℝ)).const_mul (-2 * π)).congr_deriv (mul_one _)
  have h2 : HasDerivAt (fun x : ℝ => 1 + Real.exp (-2 * π * x))
      (Real.exp (-2 * π * 0) * (-2 * π)) 0 := h1.exp.const_add 1
  have hne : (1 : ℝ) + Real.exp (-2 * π * 0) ≠ 0 := by positivity
  rw [hf]
  refine ((hasDerivAt_const (0 : ℝ) (2 : ℝ)).fun_div h2 hne).congr_deriv ?_
  simp only [mul_zero, Real.exp_zero]
  ring

/-- The enhancement stays below two, by less than `2 exp (-2π √(Ry/E))`. -/
theorem edge_deficit (Ry E : ℝ) :
    0 < 2 - enhancement Ry E ∧
      2 - enhancement Ry E < 2 * Real.exp (-2 * π * √(Ry / E)) := by
  unfold enhancement
  rw [sommerfeld2D_eq]
  have hb := Real.exp_pos (-2 * π * √(Ry / E))
  constructor
  · rw [sub_pos, div_lt_iff₀ (by positivity)]
    linarith
  · rw [sub_lt_comm, lt_div_iff₀ (by positivity)]
    nlinarith [mul_pos hb hb]

/-- The Coulomb parameter `√(Ry/E)` vanishes at high energy. -/
theorem tendsto_parameter_atTop (Ry : ℝ) :
    Tendsto (fun E : ℝ => √(Ry / E)) atTop (𝓝 0) := by
  have h : Tendsto (fun E : ℝ => Ry / E) atTop (𝓝 0) :=
    tendsto_const_nhds.div_atTop tendsto_id
  have h2 := (Real.continuous_sqrt.tendsto 0).comp h
  rw [Real.sqrt_zero] at h2
  exact h2

/-- Two-dimensional Elliott enhancement: above the gap it lies strictly between one and two and
decreases strictly with energy, with limit two at the edge and one at high energy. -/
theorem elliott_enhancement {Ry : ℝ} (hRy : 0 < Ry) :
    (∀ E, 0 < E → 1 < enhancement Ry E ∧ enhancement Ry E < 2) ∧
    StrictAntiOn (enhancement Ry) (Set.Ioi 0) ∧
    Tendsto (enhancement Ry) (𝓝[>] 0) (𝓝 2) ∧
    Tendsto (enhancement Ry) atTop (𝓝 1) := by
  refine ⟨fun E hE => ⟨?_, ?_⟩, ?_, ?_, ?_⟩
  · have h := sommerfeld2D_strictMono (Real.sqrt_pos.mpr (div_pos hRy hE))
    rw [sommerfeld2D_zero] at h
    exact h
  · linarith [(edge_deficit Ry E).1]
  · intro E hE F _ hEF
    have hE' : 0 < E := hE
    have hF : 0 < F := hE'.trans hEF
    exact sommerfeld2D_strictMono (Real.sqrt_lt_sqrt (div_pos hRy hF).le
      (div_lt_div_of_pos_left hRy hE' hEF))
  · -- At the edge the Coulomb parameter diverges and the exponential dies out.
    have hx : Tendsto (fun E : ℝ => √(Ry / E)) (𝓝[>] 0) atTop := by
      have h : Tendsto (fun E : ℝ => Ry / E) (𝓝[>] 0) atTop := by
        simpa only [div_eq_mul_inv] using
          (tendsto_inv_nhdsGT_zero (𝕜 := ℝ)).const_mul_atTop hRy
      exact Real.tendsto_sqrt_atTop.comp h
    have hneg : -2 * π < 0 := by linarith [Real.pi_pos]
    have he : Tendsto (fun E : ℝ => Real.exp (-2 * π * √(Ry / E))) (𝓝[>] 0) (𝓝 0) :=
      Real.tendsto_exp_atBot.comp (hx.const_mul_atTop_of_neg hneg)
    have hlow : Tendsto (fun E : ℝ => 2 - 2 * Real.exp (-2 * π * √(Ry / E)))
        (𝓝[>] 0) (𝓝 2) := by
      have h := (he.const_mul 2).const_sub 2
      rw [mul_zero, sub_zero] at h
      exact h
    exact tendsto_of_tendsto_of_tendsto_of_le_of_le hlow tendsto_const_nhds
      (fun E => by linarith [(edge_deficit Ry E).2])
      (fun E => by linarith [(edge_deficit Ry E).1])
  · have h := hasDerivAt_sommerfeld2D_zero.continuousAt.tendsto.comp (tendsto_parameter_atTop Ry)
    rw [sommerfeld2D_zero] at h
    exact h

/-- At high energy the excess of the enhancement over one, multiplied by `√(E/Ry)`,
tends to `π`. -/
theorem high_energy_tail {Ry : ℝ} (hRy : 0 < Ry) :
    Tendsto (fun E => (enhancement Ry E - 1) * √(E / Ry)) atTop (𝓝 π) := by
  have hx : Tendsto (fun E : ℝ => √(Ry / E)) atTop (𝓝[≠] 0) := by
    refine tendsto_nhdsWithin_iff.mpr ⟨tendsto_parameter_atTop Ry, ?_⟩
    filter_upwards [eventually_gt_atTop (0 : ℝ)] with E hE
    exact (Real.sqrt_pos.mpr (div_pos hRy hE)).ne'
  -- The scaled excess is a difference quotient of the Sommerfeld factor at zero.
  have h := (hasDerivAt_iff_tendsto_slope.mp hasDerivAt_sommerfeld2D_zero).comp hx
  refine h.congr fun E => ?_
  have hinv : √(E / Ry) = (√(Ry / E))⁻¹ := by
    rw [← Real.sqrt_inv, inv_div]
  rw [Function.comp_apply, slope_def_field, sommerfeld2D_zero, sub_zero, hinv, div_eq_mul_inv]
  rfl

end

end ElliottTwoDimensional
```

```lean
#print axioms ElliottTwoDimensional.sommerfeld2D_eq
#print axioms ElliottTwoDimensional.sommerfeld2D_add_neg
#print axioms ElliottTwoDimensional.elliott_enhancement
#print axioms ElliottTwoDimensional.high_energy_tail
```

```
'ElliottTwoDimensional.sommerfeld2D_eq' depends on axioms: [propext, Classical.choice, Quot.sound]
'ElliottTwoDimensional.sommerfeld2D_add_neg' depends on axioms: [propext, Classical.choice, Quot.sound]
'ElliottTwoDimensional.elliott_enhancement' depends on axioms: [propext, Classical.choice, Quot.sound]
'ElliottTwoDimensional.high_energy_tail' depends on axioms: [propext, Classical.choice, Quot.sound]
```

## How the proof follows the calculation

**The Gamma function.** In `norm_sq_Gamma_half`, the step `hc` identifies 1 − z with the conjugate of z, and `hs` evaluates the sine as a hyperbolic cosine. In the reflection formula `h`, the step `hc` and the rule that Γ(z̄) is the conjugate of Γ(z) turn the left side into the squared norm, while `hs` puts the hyperbolic cosine on the right. The resulting equation is between complex numbers that are both real, and `Complex.ofReal_injective` turns it into an equation between reals.

**The closed form.** `sommerfeld2D_eq` separates the algebra from the exponentials. Its auxiliary statement `key` takes positive a and b with ab = 1, which are later set to exp(πx) and exp(−πx). After cross-multiplication, the identity to prove is 2a(1 + b²) = 2(a + b), and it follows from ab = 1 multiplied by 2b.

**Consequences in x.** `sommerfeld2D_add_neg` carries out the replacement of b by 1/b, where b is again exp(−2πx), as in the calculation by hand. `sommerfeld2D_strictMono` compares the two exponentials and then the two denominators. `sommerfeld2D_zero` evaluates the closed form at zero, and `hasDerivAt_sommerfeld2D_zero` differentiates it there by the chain and quotient rules, obtaining π.

**The deficit near the edge.** `edge_deficit` proves its two inequalities by multiplying out the positive denominator. With b = exp(−2π√(Ry/E)), the upper bound becomes (2 − 2b)(1 + b) < 2, or 2 − 2b² < 2. This is why `nlinarith` receives the positivity of b · b.

**The enhancement as a function of energy.** `tendsto_parameter_atTop` shows that √(Ry/E) → 0 at high energy. The main theorem `elliott_enhancement` then assembles its four claims:

- The lower bound comes from strict monotonicity and S(0) = 1, the upper bound from `edge_deficit`.
- Strict decrease in E combines the increasing factor S with the decreasing parameter √(Ry/E).
- The edge limit is a squeeze: the enhancement lies between 2 − 2 exp(−2π√(Ry/E)) and 2, and the lower function tends to 2.
- The high-energy limit uses continuity of S at zero, which follows from its differentiability there.

**The tail.** `high_energy_tail` uses the derivative as a limit of difference quotients. Such a quotient requires x ≠ 0, so `hx` shows that √(Ry/E) tends to zero through nonzero values, as expressed by `𝓝[≠] 0`. The step `hinv` identifies √(E/Ry) with the inverse of √(Ry/E), which turns the difference quotient into the scaled excess in the theorem.
